# With a real symmetric, invertible half Boltzmann factor, the thermal flux of two independent real vectors has rank two and one ± pair of nonzero eigenvalues

A particle of mass m moves along a coordinate q, and a reaction is counted when it passes the dividing point q₀. The flux operator is (p δ(q − q₀) + δ(q − q₀) p)/2m, with p the momentum. In a finite orthonormal basis of real functions its matrix is

F = i (u vᵀ − v uᵀ),

where v holds the values of the basis functions at q₀ and u holds their derivatives there, multiplied by ħ/2m. One form of thermal rate theory places F between two half Boltzmann factors B = exp(−H/2kT), with H the Hamiltonian matrix, T the temperature and k the Boltzmann constant. How many states does the product K = BFB contain, and with what weights?

Write a = Bu, b = Bv, c = a·b and

g = |a|²|b|² − c²,  r = √g.

If B is real, symmetric and invertible and u, v are linearly independent, K is Hermitian of rank two and its nonzero eigenvalues are exactly r and −r. For this one-dimensional dividing point in a finite real basis, a trace of K with another operator, as in a flux correlation function, therefore needs only two state vectors.

## Real vectors make F Hermitian

Vectors are real functions on a finite index type `n`, one entry per basis function. `cvec` regards them as complex states.

In Lean 4 with Mathlib:

```lean
import Mathlib

open Matrix

namespace ThermalFluxSpectrum

noncomputable section

variable {n : Type*} [Fintype n]

/-- A real vector regarded as a complex state vector. -/
def cvec (a : n → ℝ) : n → ℂ := fun i => (a i : ℂ)

/-- The flux matrix `i (u vᵀ - v uᵀ)` of two real vectors. -/
def fluxMatrix (u v : n → ℝ) : Matrix n n ℂ :=
  Complex.I • (vecMulVec (cvec u) (cvec v) - vecMulVec (cvec v) (cvec u))
```

`boltzmannizedFlux` is the actual triple matrix product, and `gram a b` is g.

```lean
/-- The Boltzmannized flux `B F B`, with `B` the real half Boltzmann factor. -/
def boltzmannizedFlux (B : Matrix n n ℝ) (u v : n → ℝ) : Matrix n n ℂ :=
  B.map Complex.ofReal * fluxMatrix u v * B.map Complex.ofReal

/-- The Gram determinant `|a|² |b|² - (a·b)²` of two real vectors. -/
def gram (a b : n → ℝ) : ℝ := (a ⬝ᵥ a) * (b ⬝ᵥ b) - (a ⬝ᵥ b) ^ 2
```

The candidate eigenvector, written f(μ) below, is `fluxVector a b μ`:

f(μ) = i|b|² a + (μ − ic) b.

```lean
/-- The vector `i |b|² a + (μ - i a·b) b` in the complex span of `a` and `b`. -/
def fluxVector (a b : n → ℝ) (μ : ℝ) : n → ℂ :=
  (Complex.I * ((b ⬝ᵥ b : ℝ) : ℂ)) • cvec a
    + ((μ : ℂ) - Complex.I * ((a ⬝ᵥ b : ℝ) : ℂ)) • cvec b
```

Reality of the vectors gives Hermiticity directly:

(Fⱼᵢ)* = −i(uⱼvᵢ − vⱼuᵢ) = i(uᵢvⱼ − vᵢuⱼ) = Fᵢⱼ.

For complex u and v this fails in general. Replacing the transposes by adjoints restores Hermiticity, but the trace becomes −2 Im(v†u), so the eigenvalues need no longer form a ± pair.

The product `⬝ᵥ` does not conjugate. With a real vector on the left it is still the usual quantum overlap, and `cvec_dot` identifies it with the real dot product when both vectors are real. The matrix acts on any complex x through two overlaps only:

i(a bᵀ − b aᵀ) x = i(b·x) a − i(a·x) b.

`flux_mulVec` proves this entry by entry.

```lean
/-- The overlap of two real vectors is unchanged when they are regarded as complex. -/
theorem cvec_dot (a b : n → ℝ) : cvec a ⬝ᵥ cvec b = ((a ⬝ᵥ b : ℝ) : ℂ) := by
  simp [cvec, dotProduct]

/-- The flux matrix acts on a state only through its overlaps with the two vectors. -/
theorem flux_mulVec (a b : n → ℝ) (x : n → ℂ) :
    fluxMatrix a b *ᵥ x =
      (Complex.I * (cvec b ⬝ᵥ x)) • cvec a - (Complex.I * (cvec a ⬝ᵥ x)) • cvec b := by
  ext i
  simp only [fluxMatrix, Matrix.mulVec, dotProduct, Matrix.smul_apply, Matrix.sub_apply,
    vecMulVec_apply, smul_eq_mul, Pi.sub_apply, Pi.smul_apply, Finset.mul_sum,
    Finset.sum_mul, ← Finset.sum_sub_distrib]
  apply Finset.sum_congr rfl
  intro j _
  ring
```

## Symmetry of B carries the flux form over to a and b

For a real Hamiltonian matrix, as for a spinless particle without a magnetic field in a real basis, B is real and symmetric. Then

B u vᵀ B = (Bu)(Bᵀv)ᵀ = a bᵀ,

and likewise with u and v exchanged, so K = i(a bᵀ − b aᵀ). In the proof, `hl` handles the left factor and needs no symmetry; `hr` handles the right factor and uses `hB.eq`. Without symmetry the right-hand vectors would be Bᵀv and Bᵀu, and K would in general not be Hermitian.

```lean
/-- Sandwiching the flux between symmetric half Boltzmann factors gives the flux matrix
of the transformed vectors `B u` and `B v`. -/
theorem boltzmannizedFlux_eq (B : Matrix n n ℝ) (hB : B.IsSymm) (u v : n → ℝ) :
    boltzmannizedFlux B u v = fluxMatrix (B *ᵥ u) (B *ᵥ v) := by
  have hl : ∀ w : n → ℝ, B.map Complex.ofReal *ᵥ cvec w = cvec (B *ᵥ w) := by
    intro w
    ext i
    simp [cvec, Matrix.mulVec, dotProduct]
  have hr : ∀ w : n → ℝ, cvec w ᵥ* B.map Complex.ofReal = cvec (B *ᵥ w) := by
    intro w
    rw [← hl w, ← Matrix.mulVec_transpose, ← Matrix.transpose_map, hB.eq]
  simp only [boltzmannizedFlux, fluxMatrix, Matrix.mul_smul, Matrix.smul_mul,
    Matrix.mul_sub, Matrix.sub_mul, Matrix.mul_vecMulVec, Matrix.vecMulVec_mul, hl, hr]
```

## Linear independence makes g positive

Independence of u and v says that the values and the derivatives at q₀ are not proportional across the basis. It requires at least two basis functions. If it fails, one vector is a multiple of the other, the two terms of F cancel and K = 0.

Suppose for now that a and b are independent too. Then b ≠ 0, and w = |b|² a − c b is nonzero because its coefficient |b|² is. Its squared length is

|w|² = |b|⁴|a|² − 2|b|²c² + c²|b|² = |b|² g,

so g > 0. `gram_pos` takes the same route: `hw` is the positivity of |w|², and dividing out |b|² finishes the proof.

```lean
/-- The Gram determinant of two linearly independent vectors is strictly positive. -/
theorem gram_pos (a b : n → ℝ) (h : LinearIndependent ℝ ![a, b]) : 0 < gram a b := by
  have hpos : ∀ w : n → ℝ, w ≠ 0 → 0 < w ⬝ᵥ w := by
    intro w hw
    have h0 : 0 ≤ w ⬝ᵥ w := Finset.sum_nonneg fun i _ => mul_self_nonneg (w i)
    exact lt_of_le_of_ne h0 fun e => hw (dotProduct_self_eq_zero.mp e.symm)
  rw [LinearIndependent.pair_iff] at h
  have hb : b ≠ 0 := fun e => one_ne_zero (h 0 1 (by simp [e])).2
  have hq := hpos b hb
  -- the part of `a` orthogonal to `b`, scaled by `|b|²`
  have hw := hpos ((b ⬝ᵥ b) • a + (-(a ⬝ᵥ b)) • b) fun e => hq.ne' (h _ _ e).1
  simp only [dotProduct_add, add_dotProduct, dotProduct_smul, smul_dotProduct,
    smul_eq_mul, dotProduct_comm b a] at hw
  have hprod : 0 < (b ⬝ᵥ b) * gram a b := by
    unfold gram
    linarith
  exact (mul_pos_iff_of_pos_left hq).mp hprod
```

## The condition μ² = g selects the eigenvectors

The overlaps of f(μ) are

b·f(μ) = i|b|²c + μ|b|² − ic|b|² = μ|b|²,

a·f(μ) = i|a|²|b|² + μc − ic² = ig + μc.

Inserting them in the action of K gives

K f(μ) = iμ|b|² a + (g − iμc) b,

μ f(μ) = iμ|b|² a + (μ² − iμc) b.

The difference is (g − μ²) b, which vanishes when μ² = g. For any other μ, with b ≠ 0, f(μ) is not an eigenvector for μ. The final `linear_combination` in `flux_eigen` performs this comparison, using `h'` for μ² = g and `Complex.I_sq` for i² = −1.

These vectors are not normalised. Since f(μ) = μb + iw with real b and w, its squared norm at μ = ±r is g|b|² + |w|² = 2g|b|². The unit eigenvectors are

f(±r)/(√2 r|b|) = (±b/|b| + i w/|w|)/√2.

```lean
/-- For `μ² = |a|² |b|² - (a·b)²` the explicit vector satisfies the eigenvalue equation
of the flux matrix. -/
theorem flux_eigen (a b : n → ℝ) (μ : ℝ) (h : μ ^ 2 = gram a b) :
    fluxMatrix a b *ᵥ fluxVector a b μ = (μ : ℂ) • fluxVector a b μ := by
  have h' : (μ : ℂ) ^ 2 = ((a ⬝ᵥ a : ℝ) : ℂ) * ((b ⬝ᵥ b : ℝ) : ℂ)
      - ((a ⬝ᵥ b : ℝ) : ℂ) ^ 2 := by
    unfold gram at h
    exact_mod_cast h
  rw [flux_mulVec]
  ext i
  simp only [fluxVector, dotProduct_add, dotProduct_smul, cvec_dot, smul_eq_mul,
    Pi.add_apply, Pi.sub_apply, Pi.smul_apply, dotProduct_comm b a]
  linear_combination (-cvec b i) * h' - cvec b i * (((a ⬝ᵥ a : ℝ) : ℂ) *
    ((b ⬝ᵥ b : ℝ) : ℂ) - ((a ⬝ᵥ b : ℝ) : ℂ) ^ 2) * Complex.I_sq
```

## Nonzero μ and nonzero x exclude every other value

Let Kx = μx with μ complex, and set α = a·x and β = b·x. Projecting on a and on b gives

iβ|a|² − iαc = μα, that is (μ + ic)α = i|a|²β,

iβc − iα|b|² = μβ, that is (μ − ic)β = −i|b|²α.

Multiply the first by μ − ic and insert the second, then multiply the second by μ + ic and insert the first:

(μ² + c²)α = |a|²|b|²α,  (μ² + c²)β = |a|²|b|²β.

So (μ² − g)α = 0 and (μ² − g)β = 0. If μ² ≠ g, both overlaps vanish, hence Kx = 0 and μx = 0, which contradicts μ ≠ 0 and x ≠ 0. In the proof `hA` and `hB` are the projections, and `h1` and `h2` are the two products.

Both conditions are needed. The zero vector satisfies the equation for every μ, and with three or more basis functions any nonzero x orthogonal to a and b has eigenvalue zero.

```lean
/-- Every nonzero eigenvalue of the flux matrix squares to the Gram determinant. -/
theorem flux_eigenvalue_sq (a b : n → ℝ) (μ : ℂ) (x : n → ℂ) (hμ : μ ≠ 0) (hx : x ≠ 0)
    (h : fluxMatrix a b *ᵥ x = μ • x) : μ ^ 2 = (gram a b : ℂ) := by
  rw [flux_mulVec] at h
  -- project the eigenvalue equation on the two vectors
  have hA := congrArg (fun y => cvec a ⬝ᵥ y) h
  have hB := congrArg (fun y => cvec b ⬝ᵥ y) h
  simp only [dotProduct_sub, dotProduct_smul, cvec_dot, smul_eq_mul,
    dotProduct_comm b a] at hA hB
  have hg : (gram a b : ℂ) = ((a ⬝ᵥ a : ℝ) : ℂ) * ((b ⬝ᵥ b : ℝ) : ℂ)
      - ((a ⬝ᵥ b : ℝ) : ℂ) ^ 2 := by
    simp only [gram, Complex.ofReal_sub, Complex.ofReal_mul, Complex.ofReal_pow]
  by_contra hne
  have hd := sub_ne_zero.mpr hne
  have h1 : (μ ^ 2 - (gram a b : ℂ)) * (cvec a ⬝ᵥ x) = 0 := by
    rw [hg]
    linear_combination (-μ + Complex.I * ((a ⬝ᵥ b : ℝ) : ℂ)) * hA
      - Complex.I * ((a ⬝ᵥ a : ℝ) : ℂ) * hB - (((a ⬝ᵥ a : ℝ) : ℂ) *
      ((b ⬝ᵥ b : ℝ) : ℂ) - ((a ⬝ᵥ b : ℝ) : ℂ) ^ 2) * (cvec a ⬝ᵥ x) * Complex.I_sq
  have h2 : (μ ^ 2 - (gram a b : ℂ)) * (cvec b ⬝ᵥ x) = 0 := by
    rw [hg]
    linear_combination (-μ - Complex.I * ((a ⬝ᵥ b : ℝ) : ℂ)) * hB
      + Complex.I * ((b ⬝ᵥ b : ℝ) : ℂ) * hA - (((a ⬝ᵥ a : ℝ) : ℂ) *
      ((b ⬝ᵥ b : ℝ) : ℂ) - ((a ⬝ᵥ b : ℝ) : ℂ) ^ 2) * (cvec b ⬝ᵥ x) * Complex.I_sq
  rw [(mul_eq_zero.mp h1).resolve_left hd, (mul_eq_zero.mp h2).resolve_left hd] at h
  simp only [mul_zero, zero_smul, sub_zero] at h
  exact (smul_ne_zero hμ hx) h.symm
```

## A nonzero Gram determinant fixes the rank

Let P be the matrix with columns a and b, and let J have rows (0, i) and (−i, 0). Then K = P J Pᵀ, so the rank is at most two. With G = PᵀP, whose determinant is g,

PᵀKP = G J G,  det(G J G) = −g².

If g ≠ 0 this 2×2 matrix is invertible, which forces the rank of K to be at least two. These are `hup` and `hlow` in `flux_rank`. If g = 0, a and b are dependent and the rank is zero.

```lean
/-- The flux matrix of two vectors with nonzero Gram determinant has rank two. -/
theorem flux_rank (a b : n → ℝ) (h : gram a b ≠ 0) : (fluxMatrix a b).rank = 2 := by
  let P : Matrix n (Fin 2) ℂ := Matrix.of fun i k => ![cvec a i, cvec b i] k
  let J : Matrix (Fin 2) (Fin 2) ℂ := !![0, Complex.I; -Complex.I, 0]
  have hF : fluxMatrix a b = P * (J * Pᵀ) := by
    ext i j
    simp only [Matrix.mul_apply, Fin.sum_univ_two]
    simp [fluxMatrix, P, J, vecMulVec_apply]
    ring
  have hG : Pᵀ * P = !![cvec a ⬝ᵥ cvec a, cvec a ⬝ᵥ cvec b;
      cvec b ⬝ᵥ cvec a, cvec b ⬝ᵥ cvec b] := by
    ext i j
    fin_cases i <;> fin_cases j <;> simp [P, Matrix.mul_apply, dotProduct]
  have hdet : (Pᵀ * P).det = (gram a b : ℂ) := by
    rw [hG, Matrix.det_fin_two_of]
    simp only [cvec_dot, dotProduct_comm b a, gram, Complex.ofReal_sub,
      Complex.ofReal_mul, Complex.ofReal_pow]
    ring
  have hJ : J.det = -1 := by simp [J, Matrix.det_fin_two_of]
  -- compression to the two-dimensional space is invertible
  have hM : Pᵀ * fluxMatrix a b * P = (Pᵀ * P) * J * (Pᵀ * P) := by
    rw [hF]
    simp only [Matrix.mul_assoc]
  have hunit : IsUnit (Pᵀ * fluxMatrix a b * P) := by
    rw [Matrix.isUnit_iff_isUnit_det, hM, Matrix.det_mul, Matrix.det_mul, hdet, hJ]
    simp [h]
  have hlow := (Matrix.rank_mul_le_left (Pᵀ * fluxMatrix a b) P).trans
    (Matrix.rank_mul_le_right Pᵀ (fluxMatrix a b))
  rw [Matrix.rank_of_isUnit _ hunit, Fintype.card_fin] at hlow
  have hup : (fluxMatrix a b).rank ≤ 2 := by
    rw [hF]
    simpa using (Matrix.rank_mul_le_left P (J * Pᵀ)).trans (Matrix.rank_le_card_width P)
  exact le_antisymm hup hlow
```

The relation between the two eigenvectors needs no hypothesis at all. Conjugation gives

f(μ)* = −i|b|² a + (μ + ic) b = −f(−μ).

In a real basis for a spinless particle, complex conjugation is time reversal, so it exchanges the states of forward and backward flux up to a sign.

```lean
/-- Complex conjugation turns the explicit vector for `μ` into minus the one for `-μ`. -/
theorem fluxVector_conj (a b : n → ℝ) (μ : ℝ) :
    star (fluxVector a b μ) = -fluxVector a b (-μ) := by
  ext i
  simp [fluxVector, cvec]
  ring
```

## Invertibility of B keeps the two vectors independent

For a finite Hamiltonian matrix, exp(−H/2kT) is invertible at every positive temperature. This supplies the independence of a and b supposed above: if s a + t b = 0, then B(su + tv) = 0, hence su + tv = 0 and s = t = 0. A singular B that annihilates a nonzero combination of u and v makes a and b dependent, and K vanishes. A singular B that annihilates none does no harm, so the hypothesis is sufficient but not necessary.

The theorem takes `hB` (symmetry), `hdet` (invertibility, as a unit determinant) and `h` (independence of u and v). It concludes that K is Hermitian, that its rank is two, that r > 0, that f(r) and f(−r) are nonzero eigenvectors for r and −r, and that every nonzero complex eigenvalue is one of these two. B need be neither positive definite nor an exponential. The flux form of F is the starting point and is not derived from the operator with the delta function; a dividing surface in several dimensions generally needs more than two vectors.

```lean
/-- The Boltzmannized flux is Hermitian of rank two; its nonzero eigenvalues are exactly
plus and minus the root of the Gram determinant of `B u` and `B v`, with explicit eigenvectors. -/
theorem boltzmannizedFlux_spectrum [DecidableEq n] (B : Matrix n n ℝ) (hB : B.IsSymm)
    (hdet : IsUnit B.det) (u v : n → ℝ) (h : LinearIndependent ℝ ![u, v]) :
    (boltzmannizedFlux B u v).IsHermitian ∧ (boltzmannizedFlux B u v).rank = 2 ∧
    0 < √(gram (B *ᵥ u) (B *ᵥ v)) ∧
    (∀ μ : ℝ, μ = √(gram (B *ᵥ u) (B *ᵥ v)) ∨ μ = -√(gram (B *ᵥ u) (B *ᵥ v)) →
      fluxVector (B *ᵥ u) (B *ᵥ v) μ ≠ 0 ∧
      boltzmannizedFlux B u v *ᵥ fluxVector (B *ᵥ u) (B *ᵥ v) μ =
        (μ : ℂ) • fluxVector (B *ᵥ u) (B *ᵥ v) μ) ∧
    (∀ (μ : ℂ) (x : n → ℂ), μ ≠ 0 → x ≠ 0 → boltzmannizedFlux B u v *ᵥ x = μ • x →
      μ = (√(gram (B *ᵥ u) (B *ᵥ v)) : ℝ) ∨ μ = -(√(gram (B *ᵥ u) (B *ᵥ v)) : ℝ)) := by
  -- an invertible Boltzmann factor preserves linear independence
  have hi : LinearIndependent ℝ ![B *ᵥ u, B *ᵥ v] := by
    rw [LinearIndependent.pair_iff] at h ⊢
    intro s t hst
    apply h s t
    rw [← Matrix.mulVec_smul, ← Matrix.mulVec_smul, ← Matrix.mulVec_add] at hst
    have h1 := congrArg (fun y => B⁻¹ *ᵥ y) hst
    simpa only [Matrix.mulVec_mulVec, Matrix.nonsing_inv_mul B hdet, Matrix.one_mulVec,
      Matrix.mulVec_zero] using h1
  rw [boltzmannizedFlux_eq B hB]
  generalize B *ᵥ u = a at *
  generalize B *ᵥ v = b at *
  have hg := gram_pos a b hi
  have hs : √(gram a b) ^ 2 = gram a b := Real.sq_sqrt hg.le
  refine ⟨?_, flux_rank a b hg.ne', Real.sqrt_pos.mpr hg, ?_, ?_⟩
  · ext i j
    simp [fluxMatrix, cvec, vecMulVec_apply]
    ring
  · intro μ hμ
    have hsq : μ ^ 2 = gram a b := by
      rcases hμ with rfl | rfl
      · exact hs
      · rw [neg_sq, hs]
    refine ⟨fun h0 => ?_, flux_eigen a b μ hsq⟩
    -- the imaginary part would be a linear relation between the two vectors
    have hrel : (b ⬝ᵥ b) • a + (-(a ⬝ᵥ b)) • b = 0 := by
      ext i
      have him := congrArg Complex.im (congrFun h0 i)
      simp [fluxVector, cvec] at him
      simp only [Pi.add_apply, Pi.smul_apply, Pi.zero_apply, smul_eq_mul]
      linarith
    have hq := (LinearIndependent.pair_iff.mp hi _ _ hrel).1
    have hb := dotProduct_self_eq_zero.mp hq
    simp [gram, hb] at hg
  · intro μ x hμ hx hE
    have hsq := flux_eigenvalue_sq a b μ x hμ hx hE
    have hs' : ((√(gram a b) : ℝ) : ℂ) ^ 2 = (gram a b : ℂ) := by exact_mod_cast hs
    exact sq_eq_sq_iff_eq_or_eq_neg.mp (hsq.trans hs'.symm)

end

end ThermalFluxSpectrum
```

The proof first obtains `hi`, the independence of a and b, by applying `B⁻¹`. It then rewrites K with `boltzmannizedFlux_eq` and renames Bu and Bv to `a` and `b`, after which the earlier lemmas apply. Hermiticity has no lemma of its own and is checked here entry by entry. It also remains to show that f(±r) ≠ 0. Its imaginary part is w, so f(±r) = 0 would give the relation `hrel`, |b|² a − c b = 0. Independence then forces b = 0, which contradicts g > 0. The last part takes μ² = g = r² and concludes μ = ±r.

```lean
#print axioms ThermalFluxSpectrum.fluxVector_conj
-- 'ThermalFluxSpectrum.fluxVector_conj' depends on axioms: [propext, Classical.choice, Quot.sound]
#print axioms ThermalFluxSpectrum.boltzmannizedFlux_spectrum
-- 'ThermalFluxSpectrum.boltzmannizedFlux_spectrum' depends on axioms: [propext, Classical.choice, Quot.sound]
```
